# The levels of the Zeeman Hamiltonian b·J depend only on the field strength

Let $J_0,J_1,J_2$ be finite Hermitian matrices that obey the angular momentum commutation relations. For every real vector $b=(b_0,b_1,b_2)$ there is a unitary matrix $U$ with

$$
b\cdot J=\sum_i b_iJ_i=U\,(\lVert b\rVert J_2)\,U^\dagger .
$$

Two fields of equal strength therefore give the same energy levels with the same multiplicities, whatever their directions.

The physical problem is a magnetic moment in a uniform field $B$. If the moment is $\gamma\hbar J$, with $\gamma$ the gyromagnetic ratio and $J$ in units of $\hbar$, the energy is $-\gamma\hbar\,B\cdot J$. The constant is absorbed by setting $b=-\gamma\hbar B$, so $b$ has the dimension of an energy.

The subscripts 0, 1, 2 stand for the Cartesian components $x,y,z$, as in the Lean code. In particular, $J_2$ is the usual $J_z$, and $J_0$ is $J_x$, not the spherical tensor component often written with that symbol. The relations read

$$
[J_0,J_1]=iJ_2,\qquad [J_1,J_2]=iJ_0,\qquad [J_2,J_0]=iJ_1 .
$$

## Turning the z component into the field direction

Take a Hermitian matrix $K$ and two matrices $A,B$ (here $B$ is a matrix, no longer the field) with

$$
[K,A]=iB,\qquad [K,B]=-iA .
$$

Let $R(\theta)=e^{-i\theta K}$. Since $K$ is Hermitian, $R(\theta)^\dagger=e^{i\theta K}$. The two exponents commute and add to zero, so $R(\theta)R(\theta)^\dagger=1$ and $R(\theta)$ is unitary.

The claim is that $R(\theta)AR(\theta)^\dagger=\cos\theta\,A+\sin\theta\,B$. Put $X=-iK$, so that $[X,A]=B$ and $[X,B]=-A$. Write $M(\theta)=\cos\theta\,A+\sin\theta\,B$ and undo the rotation on it:

$$
G(\theta)=e^{-\theta X}M(\theta)e^{\theta X}.
$$

The product rule gives

$$
G'(\theta)=e^{-\theta X}\bigl(M'(\theta)-[X,M(\theta)]\bigr)e^{\theta X}.
$$

Both terms in the bracket are known:

$$
M'(\theta)=-\sin\theta\,A+\cos\theta\,B,\qquad
[X,M(\theta)]=\cos\theta\,B-\sin\theta\,A .
$$

They are equal, so $G'=0$ and $G(\theta)=G(0)=A$. Multiplying by $R(\theta)=e^{\theta X}$ on the left and by $R(\theta)^\dagger=e^{-\theta X}$ on the right gives the claim. A rotation also leaves its own generator fixed, because $K$ commutes with $e^{-i\theta K}$.

Now write $R_1(\theta)=e^{-i\theta J_1}$ and $R_2(\varphi)=e^{-i\varphi J_2}$. The choice $K=J_1$, $A=J_2$, $B=J_0$ satisfies the two conditions, since $[J_1,J_2]=iJ_0$ and $[J_1,J_0]=-iJ_2$. So does $K=J_2$, $A=J_0$, $B=J_1$, since $[J_2,J_0]=iJ_1$ and $[J_2,J_1]=-iJ_0$. Hence

$$
R_1(\theta)J_2R_1(\theta)^\dagger=\cos\theta\,J_2+\sin\theta\,J_0,
$$

$$
R_2(\varphi)J_0R_2(\varphi)^\dagger=\cos\varphi\,J_0+\sin\varphi\,J_1 .
$$

Let $\rho=\sqrt{b_0^2+b_1^2}$ and choose spherical angles for the field:

$$
b_0=\rho\cos\varphi,\quad b_1=\rho\sin\varphi,\quad b_2=\lVert b\rVert\cos\theta,\quad \rho=\lVert b\rVert\sin\theta .
$$

With $U=R_2(\varphi)R_1(\theta)$, the first rotation tilts $J_2$, and the second turns the tilted matrix while leaving $J_2$ itself alone:

$$
\begin{aligned}
U(\lVert b\rVert J_2)U^\dagger
&=\lVert b\rVert\bigl(\cos\theta\,J_2+\sin\theta\cos\varphi\,J_0+\sin\theta\sin\varphi\,J_1\bigr)\\
&=b_2J_2+b_0J_0+b_1J_1=b\cdot J .
\end{aligned}
$$

If $b=0$, both sides vanish and any angles will do.

For the levels, let $\lambda$ be the variable of the characteristic polynomial. Then

$$
\det(\lambda-b\cdot J)=\det\bigl(U(\lambda-\lVert b\rVert J_2)U^\dagger\bigr)=\det(\lambda-\lVert b\rVert J_2),
$$

and the right-hand side contains $b$ only through its norm.

## Angular momentum, field and rotation as Lean objects

The basis states are labelled by a finite type `n`, and operators are complex matrices indexed by it.

```lean
import Mathlib

open Matrix


namespace ZeemanRotation

noncomputable section

variable {n : Type*} [Fintype n] [DecidableEq n]
```

A triple of matrices is a function `J` from `Fin 3` to matrices. The structure `IsAngularMomentum` collects what is assumed about it: each component is Hermitian, and the three commutators hold with $\hbar=1$. Irreducibility is not required, so `J` may be a single spin or the total angular momentum of several. The zero matrices of spin 0 are allowed too.

```lean
/-- Three Hermitian matrices `J 0, J 1, J 2` (the x, y, z components) that obey the angular
momentum commutation relations, in units with ħ = 1. -/
structure IsAngularMomentum (J : Fin 3 → Matrix n n ℂ) : Prop where
  herm : ∀ i, (J i).IsHermitian
  xy : J 0 * J 1 - J 1 * J 0 = Complex.I • J 2
  yz : J 1 * J 2 - J 2 * J 1 = Complex.I • J 0
  zx : J 2 * J 0 - J 0 * J 2 = Complex.I • J 1
```

The field is a vector in `EuclideanSpace ℝ (Fin 3)`, whose norm is the ordinary length. Its components are real, which makes $b\cdot J$ Hermitian.

```lean
/-- The Zeeman Hamiltonian `b·J`, with the coupling constant absorbed in the field `b`. -/
def zeeman (J : Fin 3 → Matrix n n ℂ) (b : EuclideanSpace ℝ (Fin 3)) : Matrix n n ℂ :=
  ∑ i, b i • J i
```

The definition `rot K θ` is $e^{-i\theta K}$ for any matrix `K`. Hermiticity of the generator enters later, as a hypothesis where it is needed.

```lean
/-- The rotation operator `exp(-iθK)` with generator `K` and angle `θ`. -/
def rot (K : Matrix n n ℂ) (θ : ℝ) : Matrix n n ℂ :=
  NormedSpace.exp (θ • (-Complex.I • K))
```

The spin-1/2 matrices give a concrete nonzero example. The check runs through the matrix entries, first for hermiticity and then for the three commutators. In this case the main result gives the familiar levels $\pm\lVert b\rVert/2$.

```lean
/-- The spin-1/2 matrices, half the Pauli matrices. -/
def spinHalf : Fin 3 → Matrix (Fin 2) (Fin 2) ℂ :=
  ![!![0, 1 / 2; 1 / 2, 0], !![0, -Complex.I / 2; Complex.I / 2, 0], !![1 / 2, 0; 0, -1 / 2]]

/-- The spin-1/2 matrices are Hermitian and obey the angular momentum relations. -/
theorem isAngularMomentum_witness : IsAngularMomentum spinHalf := by
  constructor
  · intro i
    apply Matrix.IsHermitian.ext
    intro a b
    fin_cases i <;> fin_cases a <;> fin_cases b <;> simp [spinHalf]
  all_goals
    ext a b
    fin_cases a <;> fin_cases b <;>
      simp [spinHalf, Complex.ext_iff] <;> norm_num
```

## A derivative that vanishes

The theorem `flow_const` is the statement $G(\theta)=A$ from the derivation. It is formulated for a general matrix `X` with $[X,A]=B$ and $[X,B]=-A$, without hermiticity. A matrix norm is fixed locally so that derivatives of matrix functions make sense; the conclusion doesn't mention it.

Inside the proof, `key` is the algebraic cancellation that remains after the product rule: if $M'=[X,M]$, the three terms of $G'$ add to zero. The step `hM` differentiates $\cos t\,A+\sin t\,B$, and `h` applies the product rule to all three factors. The `linear_combination` line then checks $[X,M]=M'$ by adding $\cos t$ times the first commutator to $\sin t$ times the second. Finally, `is_const_of_deriv_eq_zero` compares the angles $\theta$ and 0.

```lean
section Flow

attribute [local instance] Matrix.linftyOpNormedRing Matrix.linftyOpNormedAlgebra

/-- If `[X,A] = B` and `[X,B] = -A`, then undoing the flow of `X` on `cos θ A + sin θ B`
gives back `A`. -/
theorem flow_const {X A B : Matrix n n ℂ} (h1 : X * A - A * X = B)
    (h2 : X * B - B * X = -A) (θ : ℝ) :
    NormedSpace.exp (θ • (-X)) * (Real.cos θ • A + Real.sin θ • B) *
      NormedSpace.exp (θ • X) = A := by
  have key : ∀ P M M' E : Matrix n n ℂ, X * M - M * X = M' →
      (P * -X * M + P * M') * E + P * M * (X * E) = 0 := by
    rintro P M _ E rfl
    noncomm_ring
  -- the derivative with respect to the angle vanishes
  have hG : ∀ t : ℝ, HasDerivAt (fun t : ℝ => NormedSpace.exp (t • (-X)) *
      (Real.cos t • A + Real.sin t • B) * NormedSpace.exp (t • X)) 0 t := by
    intro t
    have hM : HasDerivAt (fun t : ℝ => Real.cos t • A + Real.sin t • B)
        (-Real.sin t • A + Real.cos t • B) t :=
      ((Real.hasDerivAt_cos t).smul_const A).fun_add ((Real.hasDerivAt_sin t).smul_const B)
    have h := ((hasDerivAt_exp_smul_const (-X) t).fun_mul hM).fun_mul
      (hasDerivAt_exp_smul_const' X t)
    refine h.congr_deriv (key _ _ _ _ ?_)
    simp only [mul_add, add_mul, Matrix.mul_smul, Matrix.smul_mul]
    linear_combination (norm := module) Real.cos t • h1 + Real.sin t • h2
  have h0 := is_const_of_deriv_eq_zero (fun t => (hG t).differentiableAt)
    (fun t => (hG t).deriv) θ 0
  simpa only [zero_smul, NormedSpace.exp_zero, Real.cos_zero, Real.sin_zero, one_smul,
    add_zero, one_mul, mul_one] using h0

end Flow
```

## Unitary rotations and their action

The next two results make rotations with Hermitian generators unitary. The first moves the adjoint into the exponent, where it reverses the sign of $-iK$. The second multiplies the two exponentials, which is allowed because their exponents commute, and obtains the exponential of zero.

```lean
/-- The adjoint of a rotation with Hermitian generator is the exponential of the opposite
exponent. -/
theorem rot_conjTranspose {K : Matrix n n ℂ} (hK : K.IsHermitian) (θ : ℝ) :
    (rot K θ)ᴴ = NormedSpace.exp (θ • (-(-Complex.I • K))) := by
  rw [rot, ← Matrix.exp_conjTranspose]
  congr 1
  simp [Matrix.conjTranspose_smul, hK.eq]

/-- A rotation with Hermitian generator is unitary. -/
theorem rot_unitary {K : Matrix n n ℂ} (hK : K.IsHermitian) (θ : ℝ) :
    rot K θ ∈ unitaryGroup n ℂ := by
  rw [mem_unitaryGroup_iff, star_eq_conjTranspose, rot_conjTranspose hK, rot,
    ← Matrix.exp_add_of_commute _ _
      (((Commute.refl (-Complex.I • K)).neg_right.smul_right θ).smul_left θ),
    ← smul_add, add_neg_cancel, smul_zero, NormedSpace.exp_zero]
```

The theorem `rot_conj` is the rotation formula in terms of the Hermitian generator. The steps `h1` and `h2` convert the commutators of $K$ into those of $X=-iK$, and `flow_const` supplies the identity with the rotation undone. The closing calculation substitutes that identity for `A` and removes the two factors $RR^\dagger=1$ on the outside.

```lean
/-- If `K` is Hermitian, `[K,A] = iB` and `[K,B] = -iA`, then the rotation generated by `K`
turns `A` into `cos θ A + sin θ B`. -/
theorem rot_conj {K A B : Matrix n n ℂ} (hK : K.IsHermitian)
    (hA : K * A - A * K = Complex.I • B) (hB : K * B - B * K = -(Complex.I • A)) (θ : ℝ) :
    rot K θ * A * (rot K θ)ᴴ = Real.cos θ • A + Real.sin θ • B := by
  have h1 : (-Complex.I • K) * A - A * (-Complex.I • K) = B := by
    rw [Matrix.smul_mul, Matrix.mul_smul, ← smul_sub, hA, smul_smul]
    simp
  have h2 : (-Complex.I • K) * B - B * (-Complex.I • K) = -A := by
    rw [Matrix.smul_mul, Matrix.mul_smul, ← smul_sub, hB, smul_neg, smul_smul]
    simp
  have hf := flow_const h1 h2 θ
  rw [← rot_conjTranspose hK] at hf
  change (rot K θ)ᴴ * _ * rot K θ = A at hf
  have hu : rot K θ * (rot K θ)ᴴ = 1 := mem_unitaryGroup_iff.1 (rot_unitary hK θ)
  calc rot K θ * A * (rot K θ)ᴴ
      = (rot K θ * (rot K θ)ᴴ) * (Real.cos θ • A + Real.sin θ • B) *
          (rot K θ * (rot K θ)ᴴ) := by
        conv_lhs => rw [← hf]
        simp only [Matrix.mul_assoc]
    _ = _ := by rw [hu, one_mul, mul_one]
```

The generator itself is left unchanged: `hc` records that `K` commutes with its exponential, so `K` can be moved to the left and the remaining product is $RR^\dagger=1$.

```lean
/-- A rotation with Hermitian generator leaves its generator unchanged. -/
theorem rot_axis {K : Matrix n n ℂ} (hK : K.IsHermitian) (θ : ℝ) :
    rot K θ * K * (rot K θ)ᴴ = K := by
  have hc : Commute K (rot K θ) :=
    (((Commute.refl K).smul_right (-Complex.I)).smul_right θ).exp_right
  have hu : rot K θ * (rot K θ)ᴴ = 1 := mem_unitaryGroup_iff.1 (rot_unitary hK θ)
  rw [← hc.eq, Matrix.mul_assoc, hu, mul_one]
```

## Spherical angles and the similarity

The lemma `exists_angle` provides polar coordinates in a plane. Given $r\ge 0$ with $r^2=x^2+y^2$, it reads $x+iy$ as a complex number of modulus $r$ and takes its argument as the angle. This works for $r=0$ as well.

```lean
/-- A point of the plane at distance `r` from the origin has a polar angle. -/
theorem exists_angle (x y r : ℝ) (hr : 0 ≤ r) (h : r ^ 2 = x ^ 2 + y ^ 2) :
    ∃ φ : ℝ, x = r * Real.cos φ ∧ y = r * Real.sin φ := by
  have hn : ‖(⟨x, y⟩ : ℂ)‖ = r := (sq_eq_sq₀ (norm_nonneg _) hr).1 (by
    rw [Complex.sq_norm, Complex.normSq_mk, h]; ring)
  have h1 := Complex.norm_mul_cos_arg ⟨x, y⟩
  have h2 := Complex.norm_mul_sin_arg ⟨x, y⟩
  rw [hn] at h1 h2
  exact ⟨_, h1.symm, h2.symm⟩
```

The main theorem `zeeman_similar` says that for every `J` satisfying `IsAngularMomentum` and every field `b`, some `U` in the unitary group satisfies `zeeman J b = U * (‖b‖ • J 2) * Uᴴ`, where `ᴴ` is the conjugate transpose.

The proof uses `exists_angle` twice. Applied to $(b_0,b_1)$ with radius $\rho$, it gives the azimuth $\varphi$; applied to $(b_2,\rho)$ with radius $\lVert b\rVert$, it gives the polar angle $\theta$. The facts `h1`, `h2` and `h3` are the tilt of $J_2$ about the $y$ axis, the turn of $J_0$ about the $z$ axis, and the invariance of $J_2$ under that turn. The calculation first groups the product so that the tilt acts innermost, then applies the three facts in the order of the derivation. After the components of `b` are replaced by their spherical form, `module` confirms that the two linear combinations of $J_0,J_1,J_2$ agree.

```lean
/-- For angular momentum matrices and any real field `b`, the Zeeman Hamiltonian `b·J` is
unitarily similar to `‖b‖ J_z`. -/
theorem zeeman_similar {J : Fin 3 → Matrix n n ℂ} (hJ : IsAngularMomentum J)
    (b : EuclideanSpace ℝ (Fin 3)) :
    ∃ U ∈ unitaryGroup n ℂ, zeeman J b = U * (‖b‖ • J 2) * Uᴴ := by
  -- spherical angles of the field
  obtain ⟨ρ, hρ0, hρ2⟩ : ∃ ρ : ℝ, 0 ≤ ρ ∧ ρ ^ 2 = b 0 ^ 2 + b 1 ^ 2 :=
    ⟨√(b 0 ^ 2 + b 1 ^ 2), Real.sqrt_nonneg _, Real.sq_sqrt (by positivity)⟩
  obtain ⟨φ, hx, hy⟩ := exists_angle (b 0) (b 1) ρ hρ0 hρ2
  obtain ⟨θ, hz, hρ⟩ := exists_angle (b 2) ρ ‖b‖ (norm_nonneg b) (by
    rw [EuclideanSpace.norm_sq_eq, hρ2]
    simp only [Fin.sum_univ_three, Real.norm_eq_abs, sq_abs]
    ring)
  -- tilt the z axis about y, then turn it about z
  have h1 := rot_conj (hJ.herm 1) hJ.yz (by rw [← hJ.xy, neg_sub]) θ
  have h2 := rot_conj (hJ.herm 2) hJ.zx (by rw [← hJ.yz, neg_sub]) φ
  have h3 := rot_axis (hJ.herm 2) φ
  refine ⟨rot (J 2) φ * rot (J 1) θ,
    mul_mem (rot_unitary (hJ.herm 2) φ) (rot_unitary (hJ.herm 1) θ), Eq.symm ?_⟩
  calc _ = ‖b‖ • (rot (J 2) φ * (rot (J 1) θ * J 2 * (rot (J 1) θ)ᴴ) * (rot (J 2) φ)ᴴ) := by
        simp only [conjTranspose_mul, Matrix.mul_smul, Matrix.smul_mul, Matrix.mul_assoc]
    _ = ‖b‖ • (Real.cos θ • (rot (J 2) φ * J 2 * (rot (J 2) φ)ᴴ) +
          Real.sin θ • (rot (J 2) φ * J 0 * (rot (J 2) φ)ᴴ)) := by
        rw [h1]
        simp only [mul_add, add_mul, Matrix.mul_smul, Matrix.smul_mul]
    _ = zeeman J b := by
        rw [h2, h3]
        simp only [zeeman, Fin.sum_univ_three]
        rw [hx, hy, hz, hρ]
        module
```

## Equal strengths, equal levels

The last theorem compares two fields `b` and `b'` with $\lVert b\rVert=\lVert b'\rVert$ and concludes that their Hamiltonians have the same characteristic polynomial. Its roots are the energy levels, each repeated according to its degeneracy.

The auxiliary statement `key` shows that the polynomial of $c\cdot J$ is that of $\lVert c\rVert J_2$ for any field $c$. Where the derivation used determinants, Lean uses the fact that two square matrices have the same characteristic polynomial when multiplied in either order. This brings $U^\dagger$ next to $U$, and their product is the identity. Applying `key` to both fields finishes the proof.

```lean
/-- For angular momentum matrices, fields of equal strength give Zeeman Hamiltonians with the
same characteristic polynomial, hence the same levels with the same multiplicities. -/
theorem zeeman_charpoly_eq {J : Fin 3 → Matrix n n ℂ} (hJ : IsAngularMomentum J)
    {b b' : EuclideanSpace ℝ (Fin 3)} (h : ‖b‖ = ‖b'‖) :
    (zeeman J b).charpoly = (zeeman J b').charpoly := by
  have key : ∀ c, (zeeman J c).charpoly = (‖c‖ • J 2).charpoly := by
    intro c
    obtain ⟨U, hU, hc⟩ := zeeman_similar hJ c
    have hu : Uᴴ * U = 1 := mem_unitaryGroup_iff'.1 hU
    rw [hc, Matrix.charpoly_mul_comm, ← Matrix.mul_assoc, hu, one_mul]
  rw [key, key, h]


end

end ZeemanRotation
```

The step from these matrices to a real sample is the assumption that the whole Hamiltonian is $b\cdot J$, with one scalar coupling constant for all directions. In a crystal, an anisotropic $g$ tensor or a zero-field splitting can make the levels depend on the field direction. In a simulation of magnetic resonance with a finite spin space and only an isotropic Zeeman term, the levels can be computed with the field along $z$ and used for every orientation. The eigenvectors can still depend on the direction: the unitary $U$ turns each eigenvector of $J_2$ into an eigenvector of $b\cdot J$.

```lean
#print axioms ZeemanRotation.zeeman_charpoly_eq
```

```
'ZeemanRotation.zeeman_charpoly_eq' depends on axioms: [propext, Classical.choice, Quot.sound]
```
